# Counting the translation classes of n-site chain decorations with no shorter period

To list the candidate orderings of a one-dimensional alloy for a cluster expansion, one writes down all decorations of an \(n\)-site periodic cell by \(k\) species, discards those that repeat a shorter cell, and keeps one of each set of translates. With mirror images still counted separately, the number left is \(\frac1n\sum_{d\mid n}\mu(d)\,k^{n/d}\), where \(\mu\) is the Möbius function.

In Lean 4 with Mathlib:

```lean
import Mathlib

open Function
open ArithmeticFunction (moebius)

namespace DerivativeStructures

/-- A decoration of the periodic chain `Z/n` places one of `k` species on each site. -/
abbrev Decoration (n k : ℕ) := ZMod n → Fin k

variable {n k : ℕ}

/-- Translation of a decoration by `t` sites. -/
def translate (t : ZMod n) (c : Decoration n k) : Decoration n k := fun x => c (x + t)

/-- A decoration is superperiodic if some nonzero translation leaves it unchanged. -/
def Superperiodic (c : Decoration n k) : Prop := ∃ t : ZMod n, t ≠ 0 ∧ translate t c = c

/-- The period of a decoration: its minimal period under translation by one site. -/
noncomputable def period (c : Decoration n k) : ℕ := minimalPeriod (translate 1) c

lemma translate_zero (c : Decoration n k) : translate 0 c = c := by
  funext x
  simp only [translate, add_zero]

lemma translate_translate (s t : ZMod n) (c : Decoration n k) :
    translate s (translate t c) = translate (s + t) c := by
  funext x
  simp only [translate, add_assoc]

/-- Translation by `m` sites fixes a decoration exactly when its period divides `m`. -/
theorem translate_eq_iff (c : Decoration n k) (m : ℕ) :
    translate (m : ZMod n) c = c ↔ period c ∣ m := by
  have h : (translate 1)^[m] c = translate (m : ZMod n) c := by
    induction m with
    | zero => simp [translate_zero]
    | succ m ih =>
      rw [iterate_succ_apply', ih, translate_translate, Nat.cast_succ, add_comm]
  rw [← h]
  exact isPeriodicPt_iff_minimalPeriod_dvd

lemma period_dvd (c : Decoration n k) : period c ∣ n :=
  (translate_eq_iff c n).1 (by rw [ZMod.natCast_self, translate_zero])

/-- On a chain of `n ≥ 1` sites, a decoration is not superperiodic exactly when its
period is `n`. -/
theorem not_superperiodic_iff [NeZero n] (c : Decoration n k) :
    ¬ Superperiodic c ↔ period c = n := by
  constructor
  · intro h
    have h0 : ((period c : ℕ) : ZMod n) = 0 := by
      by_contra h1
      exact h ⟨_, h1, (translate_eq_iff c _).2 dvd_rfl⟩
    exact Nat.dvd_antisymm (period_dvd c) ((ZMod.natCast_eq_zero_iff _ _).1 h0)
  · rintro h ⟨t, ht, hfix⟩
    rw [← ZMod.natCast_zmod_val t, translate_eq_iff, h] at hfix
    exact ht (by rw [← ZMod.natCast_zmod_val t]; exact (ZMod.natCast_eq_zero_iff _ _).2 hfix)

/-- If `m` divides `n ≥ 1`, exactly `k ^ m` decorations of `Z/n` are fixed by translation
by `m` sites. -/
theorem card_fixed [NeZero n] {m : ℕ} (hm : m ∣ n) :
    Nat.card {c : Decoration n k // translate (m : ZMod n) c = c} = k ^ m := by
  have : NeZero m := ⟨fun h => NeZero.ne n (Nat.eq_zero_of_zero_dvd (h ▸ hm))⟩
  -- repeat a decoration of the small cell `Z/m` along the chain
  let F : Decoration m k → {c : Decoration n k // translate (m : ZMod n) c = c} :=
    fun f => ⟨fun x => f (ZMod.castHom hm (ZMod m) x), by
      funext x
      simp only [translate, map_add, map_natCast, ZMod.natCast_self, add_zero]⟩
  have hF : Bijective F := by
    constructor
    · intro f g h
      funext y
      obtain ⟨x, rfl⟩ := ZMod.ringHom_surjective (ZMod.castHom hm (ZMod m)) y
      exact congrFun (congrArg Subtype.val h) x
    · rintro ⟨c, hc⟩
      have key : ∀ q r : ℕ, c ((r + m * q : ℕ) : ZMod n) = c (r : ZMod n) := by
        intro q r
        induction q with
        | zero => simp
        | succ q ih =>
          calc c ((r + m * (q + 1) : ℕ) : ZMod n)
              = translate (m : ZMod n) c ((r + m * q : ℕ) : ZMod n) := by
                unfold translate
                congr 1
                push_cast
                ring
            _ = c ((r + m * q : ℕ) : ZMod n) := congrFun hc _
            _ = c (r : ZMod n) := ih
      refine ⟨fun y => c (y.val : ZMod n), Subtype.ext (funext fun x => ?_)⟩
      obtain ⟨a, rfl⟩ : ∃ a : ℕ, (a : ZMod n) = x := ⟨x.val, ZMod.natCast_zmod_val x⟩
      change c (((ZMod.castHom hm (ZMod m) (a : ZMod n)).val : ℕ) : ZMod n) = c (a : ZMod n)
      rw [map_natCast, ZMod.val_natCast]
      have h := key (a / m) (a % m)
      rw [Nat.mod_add_div] at h
      exact h.symm
  rw [← Nat.card_congr (Equiv.ofBijective F hF), Nat.card_fun, Nat.card_zmod,
    Nat.card_eq_fintype_card, Fintype.card_fin]

/-- For a period `p` dividing `n ≥ 1`, the Möbius weights of the divisors `d` of `n` with
`p ∣ n / d` add up to one if `p = n` and to zero otherwise. -/
theorem sum_moebius_period {n p : ℕ} (hn : n ≠ 0) (hp : p ∣ n) :
    ∑ d ∈ n.divisors, (if p ∣ n / d then moebius d else 0) = if p = n then 1 else 0 := by
  obtain ⟨q, rfl⟩ := hp
  have hp0 : 0 < p := Nat.pos_of_ne_zero (left_ne_zero_of_mul hn)
  have hq0 : q ≠ 0 := right_ne_zero_of_mul hn
  have hset : (p * q).divisors.filter (fun d => p ∣ p * q / d) = q.divisors := by
    ext d
    simp only [Finset.mem_filter, Nat.mem_divisors]
    constructor
    · rintro ⟨⟨hd, _⟩, h⟩
      rw [Nat.dvd_div_iff_mul_dvd hd, mul_comm d p] at h
      exact ⟨Nat.dvd_of_mul_dvd_mul_left hp0 h, hq0⟩
    · rintro ⟨hd, _⟩
      have hd' : d ∣ p * q := hd.mul_left p
      refine ⟨⟨hd', hn⟩, ?_⟩
      rw [Nat.dvd_div_iff_mul_dvd hd', mul_comm d p]
      exact Nat.mul_dvd_mul_left p hd
  rw [← Finset.sum_filter, hset, ← ArithmeticFunction.coe_mul_zeta_apply,
    ArithmeticFunction.moebius_mul_coe_zeta, ArithmeticFunction.one_apply]
  refine if_congr ⟨fun h => by rw [h, mul_one], fun h => ?_⟩ rfl rfl
  exact Nat.eq_of_mul_eq_mul_left hp0 (by rw [mul_one]; exact h.symm)

/-- On `n ≥ 1` sites, the number of decorations that are not superperiodic is
`∑ μ(d) k^(n/d)` over the divisors `d` of `n`. -/
theorem card_not_superperiodic (n k : ℕ) [NeZero n] :
    (Nat.card {c : Decoration n k // ¬ Superperiodic c} : ℤ)
      = ∑ d ∈ n.divisors, moebius d * (k : ℤ) ^ (n / d) := by
  classical
  have hcount (P : Decoration n k → Prop) :
      (Nat.card {c // P c} : ℤ) = ∑ c, if P c then (1 : ℤ) else 0 := by
    simp [Nat.card_eq_fintype_card, Fintype.card_subtype]
  have hpow : ∀ d ∈ n.divisors, moebius d * (k : ℤ) ^ (n / d)
      = ∑ c : Decoration n k, if period c ∣ n / d then moebius d else 0 := by
    intro d hd
    have h := card_fixed (k := k) (Nat.div_dvd_of_dvd (Nat.dvd_of_mem_divisors hd))
    simp only [translate_eq_iff] at h
    rw [← Nat.cast_pow, ← h, hcount, Finset.mul_sum]
    refine Finset.sum_congr rfl fun c _ => ?_
    split_ifs <;> simp
  -- exchange the sums: each decoration is weighted according to its period
  rw [hcount, Finset.sum_congr rfl hpow, Finset.sum_comm]
  refine Finset.sum_congr rfl fun c _ => ?_
  rw [sum_moebius_period (NeZero.ne n) (period_dvd c)]
  by_cases h : period c = n
  · rw [if_pos ((not_superperiodic_iff c).2 h), if_pos h]
  · rw [if_neg (mt (not_superperiodic_iff c).1 h), if_neg h]

/-- Two decorations that are not superperiodic are equivalent if one is a translate of
the other. -/
def translationSetoid (n k : ℕ) : Setoid {c : Decoration n k // ¬ Superperiodic c} where
  r c c' := ∃ t, translate t c.1 = c'.1
  iseqv :=
    { refl := fun c => ⟨0, translate_zero _⟩
      symm := fun ⟨t, h⟩ =>
        ⟨-t, by rw [← h, translate_translate, neg_add_cancel, translate_zero]⟩
      trans := fun ⟨s, h⟩ ⟨t, h'⟩ => ⟨t + s, by rw [← translate_translate, h, h']⟩ }

/-- The translation classes of decorations that are not superperiodic. -/
abbrev TranslationClass (n k : ℕ) := Quotient (translationSetoid n k)

lemma not_superperiodic_translate (t : ZMod n) {c : Decoration n k}
    (hc : ¬ Superperiodic c) : ¬ Superperiodic (translate t c) := by
  rintro ⟨s, hs, h⟩
  have h' := congrArg (translate (-t)) h
  have e : -t + (s + t) = s := by ring
  simp only [translate_translate] at h'
  rw [e, neg_add_cancel, translate_zero] at h'
  exact hc ⟨s, hs, h'⟩

/-- On `n ≥ 1` sites, `n` times the number of translation classes is the number of decorations that
are not superperiodic. -/
theorem card_translationClass (n k : ℕ) :
    n * Nat.card (TranslationClass n k)
      = Nat.card {c : Decoration n k // ¬ Superperiodic c} := by
  let F : ZMod n × TranslationClass n k → {c : Decoration n k // ¬ Superperiodic c} :=
    fun p => ⟨translate p.1 p.2.out.1, not_superperiodic_translate _ p.2.out.2⟩
  have hF : Bijective F := by
    constructor
    · rintro ⟨s, q⟩ ⟨t, r⟩ h
      have h' : translate s q.out.1 = translate t r.out.1 := congrArg Subtype.val h
      have hr : translate (-t + s) q.out.1 = r.out.1 := by
        rw [← translate_translate, h', translate_translate, neg_add_cancel, translate_zero]
      have hrel : ∃ u, translate u q.out.1 = r.out.1 := ⟨_, hr⟩
      have hqr : q = r := Quotient.out_equiv_out.1 hrel
      subst hqr
      -- a representative has no nonzero translation symmetry
      have hz : -t + s = 0 := by
        by_contra hne
        exact q.out.2 ⟨_, hne, hr⟩
      have hst : s = t := by linear_combination hz
      rw [hst]
    · intro c
      have hr : ∃ u, translate u (Quotient.mk (translationSetoid n k) c).out.1 = c.1 :=
        Quotient.exact (Quotient.out_eq (Quotient.mk (translationSetoid n k) c))
      obtain ⟨u, hu⟩ := hr
      exact ⟨(u, Quotient.mk (translationSetoid n k) c), Subtype.ext hu⟩
  have h := Nat.card_congr (Equiv.ofBijective F hF)
  rwa [Nat.card_prod, Nat.card_zmod] at h

/-- On `n ≥ 1` sites, `∑ μ(d) k^(n/d)` over the divisors `d` of `n` counts the decorations
fixed by no nonzero translation; it is divisible by `n`, and the quotient counts their
translation classes. -/
theorem derivative_structure_count (n k : ℕ) [NeZero n] :
    (Nat.card {c : Decoration n k // ¬ Superperiodic c} : ℤ)
        = ∑ d ∈ n.divisors, moebius d * (k : ℤ) ^ (n / d) ∧
      (n : ℤ) ∣ ∑ d ∈ n.divisors, moebius d * (k : ℤ) ^ (n / d) ∧
      (∑ d ∈ n.divisors, moebius d * (k : ℤ) ^ (n / d)) / (n : ℤ)
        = Nat.card (TranslationClass n k) := by
  have h1 := card_not_superperiodic n k
  have h2 : ∑ d ∈ n.divisors, moebius d * (k : ℤ) ^ (n / d)
      = (n : ℤ) * Nat.card (TranslationClass n k) := by
    rw [← h1, ← card_translationClass, Nat.cast_mul]
  have hn : (n : ℤ) ≠ 0 := by exact_mod_cast NeZero.ne n
  exact ⟨h1, ⟨_, h2⟩, by rw [h2]; exact Int.mul_ediv_cancel_left _ hn⟩

/-- For a prime number `p` of sites, `p` times the number of translation classes of
decorations that are not superperiodic is `k^p - k`. -/
theorem prime_cell_count {p : ℕ} (hp : p.Prime) (k : ℕ) :
    (p : ℤ) * Nat.card (TranslationClass p k) = (k : ℤ) ^ p - k := by
  have : NeZero p := ⟨hp.ne_zero⟩
  rw [← Nat.cast_mul, card_translationClass, card_not_superperiodic, hp.sum_divisors,
    ArithmeticFunction.moebius_apply_prime hp, ArithmeticFunction.moebius_apply_one,
    Nat.div_self hp.pos, Nat.div_one]
  ring

end DerivativeStructures
```

```lean
#print axioms DerivativeStructures.card_translationClass
-- 'DerivativeStructures.card_translationClass' depends on axioms: [propext, Classical.choice, Quot.sound]
#print axioms DerivativeStructures.derivative_structure_count
-- 'DerivativeStructures.derivative_structure_count' depends on axioms: [propext, Classical.choice, Quot.sound]
#print axioms DerivativeStructures.prime_cell_count
-- 'DerivativeStructures.prime_cell_count' depends on axioms: [propext, Classical.choice, Quot.sound]
```

## Four sites, two species

Of the 16 decorations, AAAA, BBBB, ABAB and BABA repeat a shorter cell. The other 12 fall into three classes of four translates, represented by AAAB, AABB and ABBB, so there are three candidate orderings at this cell size. The formula gives \((2^4-2^2+0)/4=3\).

## What is counted

A `Decoration n k` assigns one of \(k\) species to each site of \(\mathbb Z/n\), and `translate t` is the map \((T_tc)(x)=c(x+t)\). A decoration is `Superperiodic` if \(T_tc=c\) for some \(t\neq0\). A `TranslationClass` is a set of non-superperiodic decorations that are translates of one another.

For \(n\ge1\), written `[NeZero n]`, and any \(k\), `derivative_structure_count` says three things about \(S=\sum_{d\mid n}\mu(d)k^{n/d}\): it is the number of non-superperiodic decorations, \(n\) divides it, and \(S/n\) is the number of translation classes. The sum is taken in the integers because \(\mu\) can be negative; the integer division is exact by the second part.

Only translations of a chain are used. Passing to a real crystal means replacing them by the full space group, with its rotations and reflections, and running over the different supercell shapes. Even on the chain, the mirror images ABC and ACB count as two classes here.

## Periods and fixed decorations

Let \(p\) be the period of \(c\), the smallest positive number of one-site translations that restores it. If \(T_mc=c\), write \(m=ap+r\) with \(0\le r<p\). Then \(T_rc=c\), and minimality forces \(r=0\). Conversely, repeating \(T_p\) shows that every multiple of \(p\) restores \(c\). So \(T_m\) fixes \(c\) exactly when \(p\mid m\). In `translate_eq_iff`, an induction identifies \(m\) unit steps with \(T_m\), and Mathlib supplies the divisibility.

Since \(T_n\) is the identity, \(p\mid n\). If \(p<n\), then \(T_p\) is a nonzero translation fixing \(c\). If \(p=n\), no \(t\) with \(0<t<n\) is a multiple of \(p\). Hence \(c\) is non-superperiodic exactly when \(p=n\) (`not_superperiodic_iff`).

For \(m\mid n\), a decoration fixed by \(T_m\) is an arbitrary choice on \(m\) consecutive sites, repeated along the chain, so there are \(k^m\) of them. In `card_fixed` the map `F` does the repeating, and `key` shows by induction that \(c(r+mq)=c(r)\), so every fixed decoration arises this way.

## The Möbius sum selects full period

Put \(m=n/d\) and exchange the sums, as `Finset.sum_comm` does in `card_not_superperiodic`:

\[
S=\sum_{d\mid n}\mu(d)\,\#\{c: p(c)\mid n/d\}=\sum_c\ \sum_{\substack{d\mid n\\ p(c)\mid n/d}}\mu(d).
\]

Write \(n=p(c)\,q\). The condition \(p(c)\mid n/d\) then means \(d\mid q\), which is `hset` in `sum_moebius_period`. The inner sum is \(\sum_{d\mid q}\mu(d)\). It equals 1 for \(q=1\). If \(q\) has \(r\ge1\) distinct prime factors, it equals \(\sum_j(-1)^j\binom rj=(1-1)^r=0\). Only decorations with \(p(c)=n\) survive, each with weight one.

## Each class has n members

A translate of a non-superperiodic decoration is non-superperiodic: if \(T_sT_tc=T_tc\), applying \(T_{-t}\) gives \(T_sc=c\). If \(T_sc=T_tc\), then \(T_{s-t}c=c\), so \(s=t\). The \(n\) translates are therefore distinct, and \(S\) is \(n\) times the number of classes. `card_translationClass` expresses this as a bijection between pairs (translation, class) and decorations, using a chosen representative of each class.

## A prime number of sites

In `prime_cell_count`, \(p\) is a prime number of sites, not a period. Its divisors are 1 and \(p\), with \(\mu(1)=1\) and \(\mu(p)=-1\), so \(p\) times the number of classes is \(k^p-k\). This already fails for prime powers: with four sites and two species, \(4\cdot3=12\), while \(2^4-2=14\). The difference is the pair ABAB and BABA, which have period 2.
